# The smallest maximum error of a one-hidden-layer ReLU network with a direct linear term for a harmonic energy

In the harmonic approximation, a bond displaced by $x$ from its equilibrium length has the potential energy $V(x)=kx^2/2$, measured from the minimum. A ReLU network that takes $x$ itself as input replaces this parabola by a piecewise linear curve. How closely can an affine function plus $m$ ReLU units follow it on $[-a,a]$, if all parameters may be chosen freely?

```lean
import Mathlib

open Finset

namespace ReLUHarmonic

noncomputable section
```

The force constant is $k$.

```lean
/-- The harmonic energy `k x² / 2` with force constant `k`. -/
def harmonic (k x : ℝ) : ℝ := k * x ^ 2 / 2
```

A network $N$ has an affine part and $m$ units, numbered $i=0,\dots,m-1$. Unit $i$ has output weight $v_i$ (`out`), input weight $w_i$ (`weight`) and bias $b_i$ (`bias`), all arbitrary real numbers.

```lean
/-- The parameters of an affine function plus a linear combination of `m` ReLU units. -/
structure ReLUNet (m : ℕ) where
  offset : ℝ
  slope : ℝ
  out : Fin m → ℝ
  weight : Fin m → ℝ
  bias : Fin m → ℝ
```

Its prediction is $N(x)=\text{offset}+\text{slope}\cdot x+\sum_i v_i\max(0,w_ix+b_i)$.

```lean
/-- The energy that the network predicts at displacement `x`. -/
def ReLUNet.eval {m : ℕ} (N : ReLUNet m) (x : ℝ) : ℝ :=
  N.offset + N.slope * x + ∑ i, N.out i * max 0 (N.weight i * x + N.bias i)
```

The maximum error $E$ is the greatest value of $|V(x)-N(x)|$ on $[-a,a]$. `IsGreatest` requires that some $x$ in the interval attains it.

```lean
/-- `E` is the maximum error of the network `N` for the harmonic energy on `[-a, a]`. -/
def IsMaxError {m : ℕ} (k a : ℝ) (N : ReLUNet m) (E : ℝ) : Prop :=
  IsGreatest ((fun x => |harmonic k x - N.eval x|) '' Set.Icc (-a) a) E
```

Cut $[-a,a]$ into $m+1$ equal cells, numbered $j=0,\dots,m$, with half-width $\rho=a/(m+1)$ and centres $c_j=-a+(2j+1)\rho$.

```lean
/-- Half the width of a cell when `[-a, a]` is cut into `m + 1` equal cells. -/
def cellRadius (a : ℝ) (m : ℕ) : ℝ := a / ((m : ℝ) + 1)

/-- The centre of cell number `j`, counted from zero at the left end of `[-a, a]`. -/
def cellCenter (a : ℝ) (m j : ℕ) : ℝ := -a + (2 * (j : ℝ) + 1) * cellRadius a m
```

One candidate network, examined in part (i), has its kinks at the inner cell boundaries $-a+2\rho(i+1)$.

```lean
/-- For `a > 0`, the network that interpolates the harmonic energy at the cell ends, shifted down by
a quarter of `k` times the squared cell radius. -/
def optimalNet (k a : ℝ) (m : ℕ) : ReLUNet m where
  offset := k * a ^ 2 / 2 - k * cellRadius a m ^ 2 / 4 + k * (cellRadius a m - a) * a
  slope := k * (cellRadius a m - a)
  out := fun _ => 2 * k * cellRadius a m
  weight := fun _ => 1
  bias := fun i => a - 2 * cellRadius a m * (((i : ℕ) : ℝ) + 1)
```

The model has one coordinate and one hidden layer, and its slope term links the input directly to the output. A plain one-hidden-layer network has no such term: the lower bound below still covers it, but its least error can be larger. The result concerns what a network can represent, not what training finds, and says nothing about deeper networks or smooth activations.

## (a) The cells have positive width

Show that $\rho>0$ when $a>0$.

**Solution.** Both $a$ and $m+1$ are positive, hence so is their quotient.

```lean
lemma cellRadius_pos {a : ℝ} (ha : 0 < a) (m : ℕ) : 0 < cellRadius a m := by
  unfold cellRadius
  positivity
```

## (b) The cells fill the interval

Show that $\rho\,(m+1)=a$.

**Solution.** Multiply the definition of $\rho$ by $m+1\neq0$.

```lean
lemma cellRadius_mul (a : ℝ) (m : ℕ) : cellRadius a m * ((m : ℝ) + 1) = a := by
  have h : (m : ℝ) + 1 ≠ 0 := by positivity
  exact div_mul_cancel₀ a h
```

## (c) An energy written in cell units

Show that
$$\frac{ka^2}{4(m+1)^2}=\frac{k\rho^2}{4}.$$

**Solution.** Insert $\rho^2=a^2/(m+1)^2$. Write $\eta$ for this energy from here on.

```lean
lemma error_eq (k a : ℝ) (m : ℕ) :
    k * a ^ 2 / (4 * ((m : ℝ) + 1) ^ 2) = k * cellRadius a m ^ 2 / 4 := by
  have h : (m : ℝ) + 1 ≠ 0 := by positivity
  unfold cellRadius
  field_simp
```

## (d) A unit without a kink inside an interval

Let $r\ge0$ and $|w|r\le|wc+b|$. For $w\ne0$ this says that the kink $-b/w$ is not strictly between $c-r$ and $c+r$. With $\sigma(x)=\max(0,wx+b)$, show that
$$\sigma(c-r)-2\sigma(c)+\sigma(c+r)=0.$$

**Solution.** The arguments at the ends are $wc+b\mp wr$. If $wc+b\ge0$, the hypothesis makes both non-negative, so $\sigma$ equals $wx+b$ at all three points and the second difference cancels. If $wc+b\le0$, all three values are zero. The proof splits into the same two cases.

```lean
/-- A ReLU unit whose kink is not strictly inside the interval of centre `c` and half-width
`r ≥ 0` has zero second difference over the two ends and the centre. -/
theorem relu_second_difference {w b c r : ℝ} (hr : 0 ≤ r) (h : |w| * r ≤ |w * c + b|) :
    max 0 (w * (c - r) + b) - 2 * max 0 (w * c + b) + max 0 (w * (c + r) + b) = 0 := by
  have h1 : |w * r| ≤ |w * c + b| := by rwa [abs_mul, abs_of_nonneg hr]
  rcases le_total 0 (w * c + b) with hy | hy
  · -- the unit is active on the whole interval
    rw [abs_of_nonneg hy] at h1
    obtain ⟨h2, h3⟩ := abs_le.mp h1
    rw [max_eq_right hy, max_eq_right (by linarith : 0 ≤ w * (c - r) + b),
      max_eq_right (by linarith : 0 ≤ w * (c + r) + b)]
    ring
  · -- the unit is silent on the whole interval
    rw [abs_of_nonpos hy] at h1
    obtain ⟨h2, h3⟩ := abs_le.mp h1
    rw [max_eq_left hy, max_eq_left (by linarith : w * (c - r) + b ≤ 0),
      max_eq_left (by linarith : w * (c + r) + b ≤ 0)]
    ring
```

## (e) A cell free of kinks

For $a>0$ and any $m$ units, find a cell $j$ with
$$|w_i|\rho\le|w_ic_j+b_i|\quad\text{for all } i.$$

**Solution.** Otherwise each cell $j$ has a unit $f(j)$ that violates the inequality. There are $m+1$ cells and $m$ units, so two cells $x<y$ share a unit, with parameters $w,b$. Their centres are at least $2\rho$ apart, hence
$$2\rho|w|\le|w|(c_y-c_x)\le|wc_y+b|+|wc_x+b|<2\rho|w|,$$
a contradiction. In Lean, `choose` produces $f$, `key` is this contradiction, with the sign of $w$ treated by cases, and `Fintype.exists_ne_map_eq_of_card_lt` is the pigeonhole principle.

```lean
/-- For `a > 0`, among the `m + 1` equal cells of `[-a, a]` there is one in whose interior
none of the `m` units has its kink. -/
theorem exists_kink_free_cell {a : ℝ} (ha : 0 < a) {m : ℕ} (w b : Fin m → ℝ) :
    ∃ j : Fin (m + 1), ∀ i, |w i| * cellRadius a m ≤ |w i * cellCenter a m j + b i| := by
  by_contra! h
  choose f hf using h
  have hr := cellRadius_pos ha m
  -- one unit cannot have its kink inside two different cells
  have key : ∀ x y : Fin (m + 1), x < y → f x ≠ f y := by
    intro x y hxy he
    have h1 := abs_lt.mp (hf x)
    have h2 := hf y
    rw [← he] at h2
    have h3 := abs_lt.mp h2
    have hn : (x : ℕ) + 1 ≤ (y : ℕ) := hxy
    have hc : ((x : ℕ) : ℝ) + 1 ≤ ((y : ℕ) : ℝ) := by exact_mod_cast hn
    have hD : 0 ≤ cellCenter a m y - cellCenter a m x - 2 * cellRadius a m := by
      have := mul_le_mul_of_nonneg_right hc hr.le
      unfold cellCenter
      linarith
    rcases le_total 0 (w (f x)) with hw | hw
    · rw [abs_of_nonneg hw] at h1 h3
      have := mul_nonneg hw hD
      linarith [h1.1, h3.2]
    · rw [abs_of_nonpos hw] at h1 h3
      have := mul_nonneg (neg_nonneg.mpr hw) hD
      linarith [h1.2, h3.1]
  obtain ⟨x, y, hne, he⟩ := Fintype.exists_ne_map_eq_of_card_lt f (by simp)
  rcases lt_or_gt_of_ne hne with hlt | hlt
  · exact key x y hlt he
  · exact key y x hlt he.symm
```

## (f) No network does better

For $a>0$, show that every network with $m$ units has a point $x\in[-a,a]$ with
$$|V(x)-N(x)|\ge\frac{ka^2}{4(m+1)^2}.$$

**Solution.** Suppose that all errors are below $\eta$. Take the cell from (e), with centre $c$. By (d) each unit has zero second difference there, and so has the affine part. For the parabola,
$$V(c-\rho)-2V(c)+V(c+\rho)=k\rho^2.$$
The error $e=V-N$ therefore satisfies $e(c-\rho)-2e(c)+e(c+\rho)=k\rho^2=4\eta$. But the left side is less than $\eta+2\eta+\eta$, a contradiction. The steps `hs` and `hq` are the two second differences, and the last `linarith` adds up the three error bounds.

```lean
/-- For `a > 0`, every network with `m` ReLU units errs by at least `k a² / (4 (m + 1)²)`
somewhere on `[-a, a]`. -/
theorem error_lower_bound (k : ℝ) {a : ℝ} (ha : 0 < a) {m : ℕ} (N : ReLUNet m) :
    ∃ x ∈ Set.Icc (-a) a,
      k * a ^ 2 / (4 * ((m : ℝ) + 1) ^ 2) ≤ |harmonic k x - N.eval x| := by
  by_contra! h
  rw [error_eq] at h
  obtain ⟨j, hj⟩ := exists_kink_free_cell ha N.weight N.bias
  have hr := cellRadius_pos ha m
  have hm := cellRadius_mul a m
  have hjn : (j : ℕ) + 1 ≤ m + 1 := j.isLt
  have hjm : ((j : ℕ) : ℝ) + 1 ≤ (m : ℝ) + 1 := by exact_mod_cast hjn
  have h0 : 0 ≤ ((j : ℕ) : ℝ) * cellRadius a m := by positivity
  have h1 := mul_le_mul_of_nonneg_right hjm hr.le
  have hc : cellCenter a m j = -a + (2 * ((j : ℕ) : ℝ) + 1) * cellRadius a m := rfl
  generalize cellCenter a m j = c at hj hc
  generalize cellRadius a m = r at *
  -- the network has zero second difference on the kink-free cell
  have hs : N.eval (c - r) - 2 * N.eval c + N.eval (c + r) = 0 := by
    have hsum : ∑ i, N.out i * max 0 (N.weight i * (c - r) + N.bias i)
        - 2 * ∑ i, N.out i * max 0 (N.weight i * c + N.bias i)
        + ∑ i, N.out i * max 0 (N.weight i * (c + r) + N.bias i) = 0 := by
      rw [Finset.mul_sum, ← Finset.sum_sub_distrib, ← Finset.sum_add_distrib]
      apply Finset.sum_eq_zero
      intro i _
      linear_combination N.out i * relu_second_difference hr.le (hj i)
    unfold ReLUNet.eval
    linear_combination hsum
  -- the harmonic energy has second difference `k r²`
  have hq : harmonic k (c - r) - 2 * harmonic k c + harmonic k (c + r) = k * r ^ 2 := by
    unfold harmonic
    ring
  have e1 := abs_lt.mp (h (c - r) ⟨by linarith, by linarith⟩)
  have e2 := abs_lt.mp (h c ⟨by linarith, by linarith⟩)
  have e3 := abs_lt.mp (h (c + r) ⟨by linarith, by linarith⟩)
  linarith [e1.2, e2.1, e3.2]
```

## (g) The sum when every unit is active

For $u\ge m$, show that
$$\sum_{i=0}^{m-1}\max(0,u-(i+1))=mu-\frac{m(m+1)}2.$$

**Solution.** No argument is negative, so the sum is $mu-(1+2+\dots+m)$. Lean obtains it by induction on $m$.

```lean
lemma sum_active (m : ℕ) (u : ℝ) (hu : (m : ℝ) ≤ u) :
    ∑ i ∈ range m, max 0 (u - ((i : ℝ) + 1)) = m * u - m * (m + 1) / 2 := by
  induction m with
  | zero => simp
  | succ n ih =>
    push_cast at hu ⊢
    rw [sum_range_succ, ih (by linarith), max_eq_right (by linarith)]
    ring
```

## (h) Chords above a parabola

Let $S(u)$ be the sum in (g), now for $0\le u\le m+1$, and let $g(u)=u/2+S(u)-u^2/2$. Show that
$$0\le g(u)\le\tfrac18.$$

**Solution.** Use induction on the number of units. With none, $g=u(1-u)/2$ on $[0,1]$, and $\tfrac18-g=\tfrac12(u-\tfrac12)^2$. Now pass from $n$ to $n+1$ units. For $u\le n+1$ the new unit is silent and the earlier bound applies. For $n+1\le u\le n+2$ all units are active, and (g) gives
$$g=\tfrac12(u-n-1)(n+2-u),\qquad \tfrac18-g=\tfrac12\left(u-n-\tfrac32\right)^2.$$
The `nlinarith` calls receive these products and squares as hints.

```lean
/-- On `[0, m + 1]` the piecewise linear interpolant of `u² / 2` at the integers, written with
`m` ReLU units, lies above the parabola by at most `1/8`. -/
theorem interpolation_gap (m : ℕ) (u : ℝ) (h0 : 0 ≤ u) (h1 : u ≤ (m : ℝ) + 1) :
    0 ≤ u / 2 + ∑ i ∈ range m, max 0 (u - ((i : ℝ) + 1)) - u ^ 2 / 2 ∧
      u / 2 + ∑ i ∈ range m, max 0 (u - ((i : ℝ) + 1)) - u ^ 2 / 2 ≤ 1 / 8 := by
  induction m with
  | zero =>
    simp only [Nat.cast_zero, zero_add] at h1
    simp only [range_zero, sum_empty, add_zero]
    constructor
    · nlinarith [mul_nonneg h0 (sub_nonneg.mpr h1)]
    · nlinarith [sq_nonneg (u - 1 / 2)]
  | succ n ih =>
    push_cast at h1
    rw [sum_range_succ]
    rcases le_total u ((n : ℝ) + 1) with h | h
    · -- the new unit is silent
      rw [max_eq_left (by linarith), add_zero]
      exact ih h
    · -- all units are active
      rw [sum_active n u (by linarith), max_eq_right (by linarith)]
      constructor
      · nlinarith [mul_nonneg (sub_nonneg.mpr h) (sub_nonneg.mpr h1)]
      · nlinarith [sq_nonneg (u - (n : ℝ) - 3 / 2)]
```

## (i) The candidate network

For $k,a>0$, show that `optimalNet` satisfies, everywhere on $[-a,a]$,
$$|V(x)-N(x)|\le\frac{ka^2}{4(m+1)^2}.$$

**Solution.** Put $x=-a+2\rho u$ with $0\le u\le m+1$. Unit $i$ contributes $2k\rho\cdot2\rho\max(0,u-(i+1))$, so the units sum to $4k\rho^2S(u)$, which is `hsum`. Collecting the affine terms gives
$$N(x)-V(x)=4k\rho^2g(u)-\frac{k\rho^2}4.$$
By (h) this lies between $-k\rho^2/4$ and $k\rho^2/4$.

```lean
/-- For `k, a > 0`, the network `optimalNet` errs by at most `k a² / (4 (m + 1)²)`
everywhere on `[-a, a]`. -/
theorem optimalNet_error {k a : ℝ} (hk : 0 < k) (ha : 0 < a) (m : ℕ) {x : ℝ}
    (hx : x ∈ Set.Icc (-a) a) :
    |harmonic k x - (optimalNet k a m).eval x| ≤ k * a ^ 2 / (4 * ((m : ℝ) + 1) ^ 2) := by
  rw [error_eq]
  have hr := cellRadius_pos ha m
  have hm := cellRadius_mul a m
  -- measure the displacement from the left end in units of the cell width
  obtain ⟨u, hu⟩ : ∃ u, x = -a + 2 * cellRadius a m * u := by
    have hne : 2 * cellRadius a m ≠ 0 := by positivity
    refine ⟨(x + a) / (2 * cellRadius a m), ?_⟩
    have := div_mul_cancel₀ (x + a) hne
    linarith
  subst hu
  obtain ⟨hx1, hx2⟩ := hx
  have hu0 : 0 ≤ u :=
    le_of_mul_le_mul_left (by linarith : cellRadius a m * 0 ≤ cellRadius a m * u) hr
  have hu1 : u ≤ (m : ℝ) + 1 :=
    le_of_mul_le_mul_left
      (by linarith : cellRadius a m * u ≤ cellRadius a m * ((m : ℝ) + 1)) hr
  obtain ⟨g0, g1⟩ := interpolation_gap m u hu0 hu1
  have hsum : ∑ i : Fin m, 2 * k * cellRadius a m * max 0 (1 * (-a + 2 * cellRadius a m * u)
      + (a - 2 * cellRadius a m * (((i : ℕ) : ℝ) + 1)))
      = 4 * k * cellRadius a m ^ 2 * ∑ i ∈ range m, max 0 (u - ((i : ℝ) + 1)) := by
    rw [← Fin.sum_univ_eq_sum_range (fun i : ℕ => max 0 (u - ((i : ℝ) + 1))) m,
      Finset.mul_sum]
    apply Finset.sum_congr rfl
    intro i _
    have e : 1 * (-a + 2 * cellRadius a m * u)
        + (a - 2 * cellRadius a m * (((i : ℕ) : ℝ) + 1))
        = 2 * cellRadius a m * (u - (((i : ℕ) : ℝ) + 1)) := by ring
    have e2 := mul_max_of_nonneg 0 (u - (((i : ℕ) : ℝ) + 1))
      (by positivity : 0 ≤ 2 * cellRadius a m)
    rw [mul_zero] at e2
    rw [e, ← e2]
    ring
  simp only [ReLUNet.eval, optimalNet, harmonic]
  rw [hsum]
  generalize ∑ i ∈ range m, max 0 (u - ((i : ℝ) + 1)) = S at g0 g1 ⊢
  have p : 0 ≤ k * cellRadius a m ^ 2 := by positivity
  have p0 := mul_nonneg p g0
  have p1 := mul_le_mul_of_nonneg_left g1 p
  rw [abs_le]
  constructor <;> linarith
```

## (j) The least maximum error

For $k,a>0$, show that
$$\min_N\,\max_{|x|\le a}|V(x)-N(x)|=\frac{ka^2}{4(m+1)^2}.$$

**Solution.** By (i) the candidate never exceeds this value, and by (f) it reaches it somewhere, so this is its maximum error. By (f) again, no network has a smaller one. `IsLeast` expresses both halves: the value belongs to the set of maximum errors and is a lower bound for it. The case $m=0$ is included and gives $ka^2/4$ for a purely affine fit.

```lean
/-- For `k, a > 0`, the least possible maximum error on `[-a, a]` of an affine function plus
`m` ReLU units for the harmonic energy is `k a² / (4 (m + 1)²)`, and it is attained. -/
theorem least_max_error {k a : ℝ} (hk : 0 < k) (ha : 0 < a) (m : ℕ) :
    IsLeast {E | ∃ N : ReLUNet m, IsMaxError k a N E}
      (k * a ^ 2 / (4 * ((m : ℝ) + 1) ^ 2)) := by
  constructor
  · refine ⟨optimalNet k a m, ?_, ?_⟩
    · obtain ⟨x, hx, hle⟩ := error_lower_bound k ha (optimalNet k a m)
      exact ⟨x, hx, le_antisymm (optimalNet_error hk ha m hx) hle⟩
    · rintro _ ⟨x, hx, rfl⟩
      exact optimalNet_error hk ha m hx
  · rintro E ⟨N, hN⟩
    obtain ⟨x, hx, hle⟩ := error_lower_bound k ha N
    exact hle.trans (hN.2 ⟨x, hx, rfl⟩)
```

## (k) Units needed for a given tolerance

For $k,a,\varepsilon>0$, show that some network with $m$ units stays within $\varepsilon$ on $[-a,a]$ exactly when
$$\frac a2\sqrt{\frac k\varepsilon}\le m+1.$$

**Solution.** By (f) and (i), such a network exists exactly when $ka^2/(4(m+1)^2)\le\varepsilon$. Rearranged, this is $\frac{a^2}{4}\frac k\varepsilon\le(m+1)^2$, and both sides are squares of non-negative numbers, so roots may be taken. This equivalence is `hiff`.

In a calculation, take a stretch with $k=40$ eV/Å², $a=0.2$ Å and $\varepsilon=1$ meV. The left side is $0.1\cdot200=20$, so this one-dimensional fit needs 19 units besides the affine part. The cells are $0.02$ Å wide. Differentiating the candidate by hand shows what this means for molecular dynamics: its force is constant within each cell and jumps by $2k\rho=0.8$ eV/Å at each kink, although the energy is accurate to 1 meV.

```lean
/-- For `k, a, ε > 0`, some network with `m` ReLU units reproduces the harmonic energy within
`ε` on `[-a, a]` exactly when `m + 1` is at least `(a / 2) √(k / ε)`. -/
theorem units_needed {k a ε : ℝ} (hk : 0 < k) (ha : 0 < a) (hε : 0 < ε) (m : ℕ) :
    (∃ N : ReLUNet m, ∀ x ∈ Set.Icc (-a) a, |harmonic k x - N.eval x| ≤ ε) ↔
      a / 2 * √(k / ε) ≤ (m : ℝ) + 1 := by
  have hM : (0 : ℝ) < (m : ℝ) + 1 := by positivity
  have hs : √(k / ε) ^ 2 * ε = k := by
    rw [Real.sq_sqrt (by positivity)]
    exact div_mul_cancel₀ k hε.ne'
  -- compare the least error with the tolerance
  have hiff : k * a ^ 2 / (4 * ((m : ℝ) + 1) ^ 2) ≤ ε ↔
      a / 2 * √(k / ε) ≤ (m : ℝ) + 1 := by
    rw [div_le_iff₀ (by positivity),
      ← pow_le_pow_iff_left₀ (by positivity : 0 ≤ a / 2 * √(k / ε)) hM.le two_ne_zero]
    have e : k * a ^ 2 = ε * (4 * (a / 2 * √(k / ε)) ^ 2) := by
      linear_combination (-a ^ 2) * hs
    rw [e]
    constructor
    · intro h
      have := le_of_mul_le_mul_left h hε
      linarith
    · intro h
      exact mul_le_mul_of_nonneg_left (by linarith) hε.le
  rw [← hiff]
  constructor
  · rintro ⟨N, hN⟩
    obtain ⟨x, hx, hle⟩ := error_lower_bound k ha N
    exact hle.trans (hN x hx)
  · intro h
    exact ⟨optimalNet k a m, fun x hx => (optimalNet_error hk ha m hx).trans h⟩

end

end ReLUHarmonic
```

```lean
#print axioms ReLUHarmonic.least_max_error
#print axioms ReLUHarmonic.units_needed
```

```
'ReLUHarmonic.least_max_error' depends on axioms: [propext, Classical.choice, Quot.sound]
'ReLUHarmonic.units_needed' depends on axioms: [propext, Classical.choice, Quot.sound]
```
